# For a rigid translation, $G\psi$ solves the ultrasoft Sternheimer equation

A rigid translation enters here through its generator $G$: the first-order change of an operator $A$ is defined as the commutator $[G,A]=GA-AG$, not derived by displacing atoms. For a shift along $x$, the physical generator is $G=-\partial_x$, which is anti-Hermitian.

Let $G$ be anti-Hermitian. Let $H$ be the Hamiltonian and $S$ the overlap operator, both Hermitian, with states $\psi_n$ and real levels $e_n$ satisfying $H\psi_n=e_nS\psi_n$. Write $dH=[G,H]$ and $dS=[G,S]$. Then

$$(H-e_nS)\,G\psi_n=-(dH-e_n\,dS)\psi_n ,$$

$$\langle\psi_m,(dH-e_n\,dS)\psi_n\rangle=0\quad\text{if } e_m=e_n ,$$

$$\langle\psi_m,SG\psi_n\rangle+\langle G\psi_m,S\psi_n\rangle+\langle\psi_m,dS\,\psi_n\rangle=0 .$$

## A known response for the uniform displacement

In an ultrasoft calculation $S$ contains projectors attached to the atoms, so it moves with them and $dS$ is generally nonzero. When the perturbations for all atoms moving equally along one direction are added at zero phonon wavevector, a linear-response code should find the response $G\psi_n$, provided that its operators really change by commutators with $G$. A wrong sign or a missing $dS$ term then generally shows up as a residual in the first identity.

The comparison needs care with gauge. If the code removes occupied components from the response, the same $S$-dependent projection must be applied to $G\psi_n$. The perturbation $dH$ must also be the full one, including the screening potential.

## Expanding the commutators

**Sternheimer equation.** For $H\psi=eS\psi$,

$$(dH-e\,dS)\psi=G(H-eS)\psi-(H-eS)G\psi=-(H-eS)G\psi .$$

**Matrix elements.** Let $H\varphi=aS\varphi$ and $H\psi=bS\psi$, with $a,b$ real. Moving $H$ and $S$ across the inner product gives

$$\begin{aligned}
\langle\varphi,(dH-b\,dS)\psi\rangle
&=-\langle H\varphi,G\psi\rangle+b\langle\varphi,SG\psi\rangle\\
&=(b-a)\langle\varphi,SG\psi\rangle .
\end{aligned}$$

This vanishes throughout a degenerate level, and in particular on the diagonal. For positive definite $S$, the level therefore has no first-order shift $de$, which is why the term $de\,S\psi$ of the general Sternheimer equation is absent here.

**Conservation.** For any operator $A$, anti-Hermiticity gives $\langle G\varphi,A\psi\rangle=-\langle\varphi,GA\psi\rangle$. Hence

$$\begin{aligned}
&\langle\varphi,AG\psi\rangle+\langle G\varphi,A\psi\rangle+\langle\varphi,[G,A]\psi\rangle\\
&\quad=\langle\varphi,(AG-GA+GA-AG)\psi\rangle=0 .
\end{aligned}$$

Taking $A=S$ gives the overlap identity.

**Second order.** Put $W=dH-e\,dS$. By linearity, $[G,W]=[G,[G,H]]-e[G,[G,S]]$. Conservation with $A=W$ and $\varphi=\psi$ becomes

$$\langle\psi,WG\psi\rangle+\langle G\psi,W\psi\rangle+\langle\psi,[G,W]\psi\rangle=0 .$$

**Uniqueness.** Suppose $\psi$ is nondegenerate with $\langle\psi,S\psi\rangle=1$, and $\chi$ solves the same Sternheimer equation. Then $(H-eS)(\chi-G\psi)=0$, so $\chi=G\psi+c\psi$ for some complex $c$. If $\chi$ also satisfies

$$\langle\psi,S\chi\rangle+\langle\chi,S\psi\rangle+\langle\psi,dS\,\psi\rangle=0,$$

subtracting the conservation identity leaves $c+\bar c=0$. Thus $c=i\theta$ with $\theta$ real: only the phase of the state remains free.

## The Lean file

```lean
import Mathlib

open scoped ComplexConjugate

namespace UltrasoftTranslation

noncomputable section

variable {E : Type*} [NormedAddCommGroup E] [InnerProductSpace ℂ E]

/-- The first-order change `[G, A]` of an operator `A` under the translation generated by `G`. -/
def shift (G A : Module.End ℂ E) : Module.End ℂ E := G * A - A * G

/-- The operator `G` is anti-Hermitian: it changes sign when moved across the inner product. -/
def IsAntiHermitian (G : Module.End ℂ E) : Prop :=
  ∀ x y : E, inner ℂ (G x) y = -inner ℂ x (G y)

/-- If `H ψ = e S ψ`, then `G ψ`, the first-order change of `ψ` under the translation, solves the
Sternheimer equation with overlap operator `S`. -/
theorem translation_sternheimer (G : Module.End ℂ E) {H S : Module.End ℂ E} {e : ℝ} {ψ : E}
    (h : H ψ = (e : ℂ) • S ψ) :
    (H - (e : ℂ) • S) (G ψ) = -((shift G H - (e : ℂ) • shift G S) ψ) := by
  simp only [shift, LinearMap.sub_apply, LinearMap.smul_apply, Module.End.mul_apply, h, map_smul]
  module

/-- The matrix element of the translation perturbation between `φ` (level `a`) and `ψ` (level `b`)
is `b - a` times the `S`-overlap of `φ` with the first-order change `G ψ`. -/
theorem perturbation_matrix_element (G : Module.End ℂ E) {H S : Module.End ℂ E}
    (hH : H.IsSymmetric) (hS : S.IsSymmetric) {a b : ℝ} {φ ψ : E}
    (hφ : H φ = (a : ℂ) • S φ) (hψ : H ψ = (b : ℂ) • S ψ) :
    inner ℂ φ ((shift G H - (b : ℂ) • shift G S) ψ)
      = ((b : ℂ) - a) * inner ℂ φ (S (G ψ)) := by
  -- let `H` act on the left state
  have h1 : inner ℂ φ (H (G ψ)) = (a : ℂ) * inner ℂ φ (S (G ψ)) := by
    rw [← hH φ (G ψ), hφ, inner_smul_left, hS φ (G ψ), Complex.conj_ofReal]
  -- trade the perturbation for the Sternheimer operator
  have h2 : (shift G H - (b : ℂ) • shift G S) ψ = -((H - (b : ℂ) • S) (G ψ)) := by
    rw [translation_sternheimer G hψ, neg_neg]
  rw [h2, LinearMap.sub_apply, LinearMap.smul_apply, inner_neg_right, inner_sub_right,
    inner_smul_right, h1]
  ring

/-- Matrix elements of any operator `A` are unchanged to first order when the states and the
operator are translated together. -/
theorem matrix_element_conserved {G : Module.End ℂ E} (hG : IsAntiHermitian G)
    (A : Module.End ℂ E) (φ ψ : E) :
    inner ℂ φ (A (G ψ)) + inner ℂ (G φ) (A ψ) + inner ℂ φ (shift G A ψ) = 0 := by
  have h := hG φ (A ψ)
  rw [h, shift, LinearMap.sub_apply, Module.End.mul_apply, Module.End.mul_apply, inner_sub_right]
  ring

/-- Rigid translation in the ultrasoft formalism: `G ψ n` solves the Sternheimer equation, the
perturbation vanishes between states of equal energy, and generalised overlaps are conserved to
first order. -/
theorem rigid_translation_response {ι : Type*} {G H S : Module.End ℂ E}
    (hG : IsAntiHermitian G) (hH : H.IsSymmetric) (hS : S.IsSymmetric)
    {e : ι → ℝ} {ψ : ι → E} (h : ∀ n, H (ψ n) = (e n : ℂ) • S (ψ n)) :
    (∀ n, (H - (e n : ℂ) • S) (G (ψ n))
        = -((shift G H - (e n : ℂ) • shift G S) (ψ n))) ∧
    (∀ m n, e m = e n →
        inner ℂ (ψ m) ((shift G H - (e n : ℂ) • shift G S) (ψ n)) = 0) ∧
    (∀ m n, inner ℂ (ψ m) (S (G (ψ n))) + inner ℂ (G (ψ m)) (S (ψ n))
        + inner ℂ (ψ m) (shift G S (ψ n)) = 0) := by
  refine ⟨fun n => translation_sternheimer G (h n), fun m n hmn => ?_,
    fun m n => matrix_element_conserved hG S (ψ m) (ψ n)⟩
  rw [perturbation_matrix_element G hH hS (h m) (h n), hmn, sub_self, zero_mul]

/-- For a rigid translation, the expectation value of the second-order perturbation cancels
the two cross terms between the first-order perturbation and the response `G ψ`. -/
theorem second_order_cancellation {G : Module.End ℂ E} (hG : IsAntiHermitian G)
    (H S : Module.End ℂ E) (e : ℝ) (ψ : E) :
    inner ℂ ψ ((shift G H - (e : ℂ) • shift G S) (G ψ))
      + inner ℂ (G ψ) ((shift G H - (e : ℂ) • shift G S) ψ)
      + inner ℂ ψ ((shift G (shift G H) - (e : ℂ) • shift G (shift G S)) ψ) = 0 := by
  -- the second-order perturbation is the shift of the first-order one
  have hlin : shift G (shift G H) - (e : ℂ) • shift G (shift G S)
      = shift G (shift G H - (e : ℂ) • shift G S) := by
    simp only [shift, mul_sub, sub_mul, mul_smul_comm, smul_mul_assoc, smul_sub]
    abel
  rw [hlin]
  exact matrix_element_conserved hG _ ψ ψ

/-- For a nondegenerate normalised state, every Sternheimer solution `χ` that keeps the
generalised norm to first order is `G ψ` plus an imaginary multiple of `ψ`. -/
theorem response_unique_up_to_phase {G H S : Module.End ℂ E} (hG : IsAntiHermitian G)
    {e : ℝ} {ψ χ : E} (h : H ψ = (e : ℂ) • S ψ) (hn : inner ℂ ψ (S ψ) = 1)
    (nondeg : ∀ φ, H φ = (e : ℂ) • S φ → ∃ c : ℂ, φ = c • ψ)
    (hχ : (H - (e : ℂ) • S) χ = -((shift G H - (e : ℂ) • shift G S) ψ))
    (hnorm : inner ℂ ψ (S χ) + inner ℂ χ (S ψ) + inner ℂ ψ (shift G S ψ) = 0) :
    ∃ θ : ℝ, χ = G ψ + ((θ : ℂ) * Complex.I) • ψ := by
  -- two solutions differ by a state of the same level
  have hk : H (χ - G ψ) = (e : ℂ) • S (χ - G ψ) := by
    have h1 := hχ.trans (translation_sternheimer G h).symm
    simp only [LinearMap.sub_apply, LinearMap.smul_apply] at h1
    rw [map_sub, map_sub, smul_sub]
    linear_combination (norm := module) h1
  obtain ⟨c, hc⟩ := nondeg _ hk
  have hd : χ = G ψ + c • ψ := by
    rw [← hc]
    abel
  -- the norm constraint removes the real part of the coefficient
  have h0 := matrix_element_conserved hG S ψ ψ
  rw [hd] at hnorm
  simp only [map_add, map_smul, inner_add_left, inner_add_right, inner_smul_left,
    inner_smul_right, hn] at hnorm
  have hcc : c + conj c = 0 := by linear_combination hnorm - h0
  have hre : c.re = 0 := by
    have h2 := congrArg Complex.re hcc
    simp only [Complex.add_re, Complex.conj_re, Complex.zero_re] at h2
    linarith
  have hci : c = (c.im : ℂ) * Complex.I := by
    apply Complex.ext <;> simp [hre]
  exact ⟨c.im, by rw [← hci]; exact hd⟩

/-- The operator on a two-level system with matrix rows `(a, b)` and `(c, d)`. -/
def twoLevel (a b c d : ℂ) : Module.End ℂ (EuclideanSpace ℂ (Fin 2)) where
  toFun v := !₂[a * v 0 + b * v 1, c * v 0 + d * v 1]
  map_add' x y := by
    ext i
    fin_cases i <;> simp <;> ring
  map_smul' r x := by
    ext i
    fin_cases i <;> simp <;> ring

/-- A two-level system with `H = diag(1, 3)`, `S = diag(1, 2)` and a rotation generator `G` has
a normalised nondegenerate state at energy 1 on which the overlap perturbation is nonzero. -/
theorem rigid_translation_witness :
    IsAntiHermitian (twoLevel 0 1 (-1) 0) ∧
    (twoLevel 1 0 0 3).IsSymmetric ∧ (twoLevel 1 0 0 2).IsSymmetric ∧
    twoLevel 1 0 0 3 !₂[1, 0] = ((1 : ℝ) : ℂ) • twoLevel 1 0 0 2 !₂[1, 0] ∧
    inner ℂ !₂[(1 : ℂ), 0] (twoLevel 1 0 0 2 !₂[1, 0]) = 1 ∧
    (∀ φ, twoLevel 1 0 0 3 φ = ((1 : ℝ) : ℂ) • twoLevel 1 0 0 2 φ →
      ∃ c : ℂ, φ = c • !₂[(1 : ℂ), 0]) ∧
    shift (twoLevel 0 1 (-1) 0) (twoLevel 1 0 0 2) !₂[1, 0] ≠ 0 := by
  refine ⟨?_, ?_, ?_, ?_, ?_, ?_, ?_⟩
  · intro x y
    simp [twoLevel, PiLp.inner_apply, Fin.sum_univ_two]
  · intro x y
    have h3 : conj (3 : ℂ) = 3 := by apply Complex.ext <;> simp
    simp [twoLevel, PiLp.inner_apply, Fin.sum_univ_two]
    linear_combination (y.ofLp 1 * conj (x.ofLp 1)) * h3
  · intro x y
    have h2 : conj (2 : ℂ) = 2 := by apply Complex.ext <;> simp
    simp [twoLevel, PiLp.inner_apply, Fin.sum_univ_two]
    linear_combination (y.ofLp 1 * conj (x.ofLp 1)) * h2
  · ext i
    fin_cases i <;> simp [twoLevel]
  · rw [PiLp.inner_apply, Fin.sum_univ_two]
    simp [twoLevel]
  · intro φ h
    have h1 : (3 : ℂ) * φ 1 = 2 * φ 1 := by
      simpa [twoLevel] using congrArg (fun v : EuclideanSpace ℂ (Fin 2) => v 1) h
    have h0 : φ 1 = 0 := by linear_combination h1
    refine ⟨φ 0, ?_⟩
    ext i
    fin_cases i <;> simp [h0]
  · intro h
    have h1 := congrArg (fun v : EuclideanSpace ℂ (Fin 2) => v 1) h
    norm_num [shift, twoLevel] at h1

end

end UltrasoftTranslation
```

```lean
#print axioms UltrasoftTranslation.rigid_translation_response
-- 'UltrasoftTranslation.rigid_translation_response' depends on axioms: [propext, Classical.choice, Quot.sound]
#print axioms UltrasoftTranslation.second_order_cancellation
-- 'UltrasoftTranslation.second_order_cancellation' depends on axioms: [propext, Classical.choice, Quot.sound]
#print axioms UltrasoftTranslation.response_unique_up_to_phase
-- 'UltrasoftTranslation.response_unique_up_to_phase' depends on axioms: [propext, Classical.choice, Quot.sound]
```

## What the operators represent, and where the model stops

The space `E` is any complex inner product space, and `Module.End ℂ E` is the type of linear operators defined on all of it. `IsSymmetric` expresses Hermiticity of $H$ and $S$; `IsAntiHermitian` expresses the sign change for $G$. The inner product is linear in its second argument. `shift G A` is $[G,A]$.

The main theorem, `rigid_translation_response`, takes a family of states `ψ` with real levels `e` and returns the three displayed identities. It requires neither orthonormal states nor a positive $S$, and it uses no particular ultrasoft form of $S$.

A truncated plane-wave basis fits this setting: $G$ is diagonal there, with entries $-i(k+K)_x$ for Bloch vector $k$ and reciprocal-lattice vector $K$. The operator $-\partial_x$ on all of $L^2$ does not fit, because it is not defined on every state. In a code, evaluating exchange and correlation on a real-space grid usually breaks exact translation invariance, so $dH=[G,H]$ then holds only approximately.

The second-order theorem concerns one state with given operators. It is not the acoustic sum rule for the total-energy force constants, which also involve the interaction energy and the ions.

A different model would start from $A(u)=e^{uG}Ae^{-uG}$, with $u$ the displacement. The commutator would then be a derivative to be proved, and finite translations would be covered too. That requires an exponential of $G$, which is straightforward in finite dimension but needs control of domains for $-\partial_x$. The first-order algebra would stay the same.

## How the proofs follow the algebra

In `translation_sternheimer`, `simp only` expands the commutators and inserts the eigenvalue equation; `module` closes the remaining vector identity. In `perturbation_matrix_element`, `h1` moves $H$ to the left state and `h2` replaces the perturbation by the Sternheimer operator. `matrix_element_conserved` uses anti-Hermiticity once, and the main theorem combines these three results.

For `second_order_cancellation`, `hlin` establishes the linearity of the commutator before conservation is applied to $W$. In `response_unique_up_to_phase`, `hk` shows that the difference of two solutions belongs to the same level, the hypothesis `nondeg` then supplies $c$, `hd` writes $\chi=G\psi+c\psi$, and `hcc` gives $c+\bar c=0$.

Finally, `rigid_translation_witness` checks a two-level example with $H=\mathrm{diag}(1,3)$, $S=\mathrm{diag}(1,2)$ and $\psi=(1,0)$. Its generator has rows $(0,1)$ and $(-1,0)$, so $G\psi=(0,-1)$ and $dS\,\psi=(0,1)$. The state is normalised and nondegenerate, and the overlap perturbation acts on it nontrivially.
